Harmonic motion of the mean position of equal-mass classical particles with an odd pair force in a harmonic trap

Q: Take two unit-mass particles on a line, at positions x₀(t) and x₁(t) at time t, in a harmonic trap of angular frequency w, pushing on each other with a force f that depends on their separation. I am told their midpoint does not feel f. Where does it go?

A: With primes for time derivatives, Newton's equations are

x₀'' = −w² x₀ + f(x₀ − x₁)
x₁'' = −w² x₁ + f(x₁ − x₀)

Suppose f is odd, f(−r) = −f(r) for every separation r. This is action and reaction: the force of particle 1 on particle 0 is minus the force of 0 on 1. Adding the two lines cancels the pair terms, and the midpoint X = (x₀ + x₁)/2 satisfies

X'' = −w² X.

Two properties were used: the pair terms cancel, and the trap force is linear with the same w for both particles, so its average is the trap force at the average.

Q: The claim is for N particles in d dimensions. What are the positions in Lean?

A: Elements of `E`, any real normed vector space, so ℝᵈ with the Euclidean norm is one case. The particle number is N = n + 1 for a natural number n, with labels 0, …, n, the type `Fin (n + 1)`. This builds in N ≥ 1.

```lean
import Mathlib

open Real Finset

namespace SloshingMode

noncomputable section

variable {E : Type*} [NormedAddCommGroup E] [NormedSpace ℝ E] {n : ℕ}
```

For a configuration y₀, …, yₙ the force on particle i from the others is

Fᵢ(y) = Σ over j ≠ i of f(yᵢ − yⱼ),

and `Finset.univ.erase i` is the set of labels other than i. For n = 0 the sum is empty and the single particle is a bare oscillator.

```lean
/-- Force on particle `i` from all other particles at positions `y`, for the pair force `f`. -/
def pairForce (f : E → E) (y : Fin (n + 1) → E) (i : Fin (n + 1)) : E :=
  ∑ j ∈ Finset.univ.erase i, f (y i - y j)
```

Q: Newton's equations concern twice differentiable trajectories. I see velocities as separate data.

A: The second-order equation is written as a first-order pair. `HasDerivAt g a t` says that the function g is differentiable at t with derivative a. The field `vel` reads xᵢ'(t) = vᵢ(t), and `acc` reads vᵢ'(t) = −w² xᵢ(t) + Fᵢ(x(t)). The velocities carry no freedom, since `vel` fixes them. A family of twice differentiable trajectories obeying your equation satisfies `IsMotion` with vᵢ = xᵢ', and conversely.

```lean
/-- Newton's equations for `n + 1` unit-mass particles with positions `x` and velocities `v`
in a harmonic trap of frequency `w` with pair force `f`. -/
structure IsMotion (w : ℝ) (f : E → E) (x v : Fin (n + 1) → ℝ → E) : Prop where
  vel : ∀ i t, HasDerivAt (x i) (v i t) t
  acc : ∀ i t, HasDerivAt (v i) (-(w ^ 2) • x i t + pairForce f (fun j => x j t) i) t
```

The mean is X(t) = (1/N) Σᵢ xᵢ(t). Applied to the velocities, the same definition gives V(t) = (1/N) Σᵢ vᵢ(t). With equal masses X is the centre of mass.

```lean
/-- The mean over the `n + 1` particles, as a function of time. -/
def mean (x : Fin (n + 1) → ℝ → E) : ℝ → E :=
  fun t => ((n : ℝ) + 1)⁻¹ • ∑ i, x i t
```

Q: And what do w and this structure stand for? Electrons are more than this.

A: The term −w² xᵢ is an isotropic trap centred at the origin. In jellium it has a concrete source: inside a uniformly charged positive sphere of number density ρ, an electron feels this force with w² = 4πρ/3 in atomic units, as long as it stays inside the sphere. The definition fixes several idealisations. The particles are classical points of unit mass. One function f serves all pairs and depends on position differences alone, which leaves out magnetic forces, friction, retardation and three-body terms. The equations hold for every real t, so a solution known only on an interval is not covered. The motion is a hypothesis: the general theorems say what follows for any motion and do not say that one exists for given initial data. In return f need not be continuous, central or derived from a potential.

Q: For two particles the cancellation was visible. For N of them?

A: Let S = Σᵢ Fᵢ(y). Oddness at r = 0 gives f(0) = −f(0), so f(0) = 0, and the missing terms j = i may be put in at no cost. Then

S = Σᵢ Σⱼ f(yᵢ − yⱼ) = Σⱼ Σᵢ f(yᵢ − yⱼ) = Σⱼ Σᵢ −f(yⱼ − yᵢ) = −S,

where the last step renames the two labels. From 2S = 0 follows S = 0.

```lean
/-- For an odd pair force the internal forces on all particles add up to zero. -/
theorem pairForce_sum_zero {f : E → E} (hf : Function.Odd f) (y : Fin (n + 1) → E) :
    ∑ i, pairForce f y i = 0 := by
  have half : ∀ a : E, a = -a → a = 0 := fun a h => by
    have h2 : (2 : ℝ) • a = 0 := by
      rw [two_smul]
      exact add_eq_zero_iff_eq_neg.mpr h
    exact (smul_eq_zero.mp h2).resolve_left two_ne_zero
  have h0 : f 0 = 0 := half _ (by simpa only [neg_zero] using hf 0)
  -- the diagonal terms vanish, so the sum runs over all pairs
  have hfull : ∀ i, pairForce f y i = ∑ j, f (y i - y j) := fun i =>
    Finset.sum_erase _ (by rw [sub_self, h0])
  simp only [hfull]
  apply half
  -- exchanging the two labels flips the sign
  calc ∑ i, ∑ j, f (y i - y j) = ∑ j, ∑ i, f (y i - y j) := Finset.sum_comm
    _ = ∑ j, ∑ i, -f (y j - y i) := by
        refine Finset.sum_congr rfl fun j _ => Finset.sum_congr rfl fun i _ => ?_
        rw [← hf (y j - y i), neg_sub]
    _ = -∑ i, ∑ j, f (y i - y j) := by simp only [Finset.sum_neg_distrib]
```

The step from a = −a to a = 0 is `half`, used once for `h0`, which is f(0) = 0, and once for S. `hfull` restores the diagonal. The three lines of the `calc` block are the last three equalities above: `Finset.sum_comm` exchanges the sums, `hf` flips each term, and `Finset.sum_neg_distrib` pulls out the sign.

Q: So the equation for the mean is the sum of the N equations.

A: Yes. Differentiating term by term,

X' = (1/N) Σᵢ vᵢ = V
V' = (1/N) Σᵢ (−w² xᵢ + Fᵢ) = −w² X + S/N = −w² X.

```lean
/-- For an odd pair force the mean position `X` and mean velocity `V` obey
`X' = V` and `V' = -w² X`. -/
theorem mean_equation {w : ℝ} {f : E → E} {x v : Fin (n + 1) → ℝ → E}
    (hf : Function.Odd f) (h : IsMotion w f x v) (t : ℝ) :
    HasDerivAt (mean x) (mean v t) t ∧ HasDerivAt (mean v) (-(w ^ 2) • mean x t) t := by
  have h1 : HasDerivAt (fun s => ∑ i, x i s) (∑ i, v i t) t :=
    HasDerivAt.fun_sum fun i _ => h.vel i t
  have h2 : HasDerivAt (fun s => ∑ i, v i s)
      (∑ i, (-(w ^ 2) • x i t + pairForce f (fun j => x j t) i)) t :=
    HasDerivAt.fun_sum fun i _ => h.acc i t
  refine ⟨h1.const_smul ((n : ℝ) + 1)⁻¹, (h2.const_smul ((n : ℝ) + 1)⁻¹).congr_deriv ?_⟩
  rw [Finset.sum_add_distrib, pairForce_sum_zero hf (fun i => x i t), add_zero,
    ← Finset.smul_sum]
  exact smul_comm _ _ _
```

`h1` and `h2` differentiate the two finite sums, `const_smul` multiplies by 1/N, and the `rw` line splits the sum, inserts `pairForce_sum_zero` and takes −w² out. No condition on w enters. At w = 0 the lemma says V' = 0, the conservation of total momentum in differential form.

Q: Here I would write down the general solution and fit the constants. That presumes the ansatz is complete.

A: The proof avoids the presumption by finding two conserved vectors. For w ≠ 0 and a time variable s, define

g(s) = cos(ws) X(s) − (sin(ws)/w) V(s)
k(s) = w sin(ws) X(s) + cos(ws) V(s).

Using X' = V and V' = −w² X,

g' = −w sin(ws) X + cos(ws) V − cos(ws) V + w sin(ws) X = 0
k' = w² cos(ws) X + w sin(ws) V − w sin(ws) V − w² cos(ws) X = 0.

Both are constant, so g(t) = g(0) = X(0) and k(t) = k(0) = V(0). In the combination cos(wt) g(t) + (sin(wt)/w) k(t) the V terms cancel and the X terms add to (cos²(wt) + sin²(wt)) X(t). Therefore

X(t) = cos(wt) X(0) + (sin(wt)/w) V(0).

```lean
/-- A vector-valued solution of `X' = V`, `V' = -w² X` with `w ≠ 0` is
`X(t) = cos(wt) X(0) + (sin(wt)/w) V(0)`. -/
theorem oscillator_solution {w : ℝ} (hw : w ≠ 0) {X V : ℝ → E}
    (hX : ∀ t, HasDerivAt X (V t) t) (hV : ∀ t, HasDerivAt V (-(w ^ 2) • X t) t) (t : ℝ) :
    X t = cos (w * t) • X 0 + (sin (w * t) / w) • V 0 := by
  have hl : ∀ s, HasDerivAt (fun s => w * s) w s := fun s =>
    ((hasDerivAt_id' s).const_mul w).congr_deriv (mul_one w)
  have hc : ∀ s, HasDerivAt (fun s => cos (w * s)) (-sin (w * s) * w) s := fun s => (hl s).cos
  have hs : ∀ s, HasDerivAt (fun s => sin (w * s) / w) (cos (w * s)) s := fun s =>
    ((hl s).sin.div_const w).congr_deriv (mul_div_cancel_right₀ _ hw)
  have hs' : ∀ s, HasDerivAt (fun s => w * sin (w * s)) (w * (cos (w * s) * w)) s := fun s =>
    (hl s).sin.const_mul w
  -- two constants of the motion: the state rotated back to time zero
  have hg : ∀ s, HasDerivAt (fun s => cos (w * s) • X s - (sin (w * s) / w) • V s) 0 s := by
    intro s
    refine (((hc s).smul (hX s)).sub ((hs s).smul (hV s))).congr_deriv ?_
    match_scalars
    all_goals (first | ring1 | (field_simp; ring1))
  have hk : ∀ s, HasDerivAt (fun s => (w * sin (w * s)) • X s + cos (w * s) • V s) 0 s := by
    intro s
    refine (((hs' s).smul (hX s)).add ((hc s).smul (hV s))).congr_deriv ?_
    module
  have h1 : cos (w * t) • X t - (sin (w * t) / w) • V t = X 0 := by
    simpa using is_const_of_deriv_eq_zero (fun s => (hg s).differentiableAt)
      (fun s => (hg s).deriv) t 0
  have h2 : (w * sin (w * t)) • X t + cos (w * t) • V t = V 0 := by
    simpa using is_const_of_deriv_eq_zero (fun s => (hk s).differentiableAt)
      (fun s => (hk s).deriv) t 0
  have key : cos (w * t) ^ 2 + sin (w * t) / w * (w * sin (w * t)) = 1 := by
    have e : sin (w * t) / w * (w * sin (w * t)) = sin (w * t) ^ 2 := by field_simp
    rw [e]
    exact Real.cos_sq_add_sin_sq _
  rw [← h1, ← h2]
  calc X t = (1 : ℝ) • X t := (one_smul _ _).symm
    _ = (cos (w * t) ^ 2 + sin (w * t) / w * (w * sin (w * t))) • X t := by rw [key]
    _ = _ := by module
```

The facts `hc`, `hs` and `hs'` are the derivatives of cos(ws), sin(ws)/w and w sin(ws). `hg` and `hk` apply the product rule; `match_scalars` and `module` compare the scalar coefficients of X(s) and V(s), which is the cancellation displayed above. `is_const_of_deriv_eq_zero` yields `h1` and `h2`, `key` is cos² + sin² = 1 with the factors of w cancelled, and the closing `calc` is the final combination.

Q: Read me the main theorem.

A: For any real w ≠ 0, any odd f and any motion of n + 1 particles, at every time t,

X(t) = cos(wt) X(0) + (sin(wt)/w) X'(0).

```lean
/-- Sloshing mode: in a harmonic trap of frequency `w ≠ 0` with any odd pair force, the mean
position is `X(t) = cos(wt) X(0) + (sin(wt)/w) X'(0)`. -/
theorem sloshing_mode {w : ℝ} (hw : w ≠ 0) {f : E → E} {x v : Fin (n + 1) → ℝ → E}
    (hf : Function.Odd f) (h : IsMotion w f x v) (t : ℝ) :
    mean x t = cos (w * t) • mean x 0 + (sin (w * t) / w) • deriv (mean x) 0 := by
  rw [(mean_equation hf h 0).1.deriv]
  exact oscillator_solution hw (fun s => (mean_equation hf h s).1)
    (fun s => (mean_equation hf h s).2) t
```

`deriv (mean x) 0` is X'(0). The first line of the proof replaces it by V(0) using `mean_equation`, and the second feeds that lemma into `oscillator_solution`. The hypothesis w ≠ 0 includes every w > 0; a negative w describes the same trap, as the equations contain w² and the formula is even in w.

Q: A statement about the average is not yet sloshing. By that word I mean the whole cloud swinging on top of its internal motion.

A: Two further theorems supply that. Let y(t), now a single vector function, solve y' = u, u' = −w² y. If xᵢ is a motion, then

(xᵢ + y)'' = −w² xᵢ + Fᵢ(x) − w² y = −w² (xᵢ + y) + Fᵢ(x + y),

where x + y is the displaced configuration and (xᵢ + y) − (xⱼ + y) = xᵢ − xⱼ leaves every pair force unchanged. So the displaced trajectories are again a motion, for any f, odd or not, and any w. In the proof `add_sub_add_right_eq_sub` is the cancellation of y in the differences, and `module` collects the trap terms.

```lean
/-- Displacing all particles rigidly by a solution `y` of `y'' = -w² y` turns a motion into a
motion, for any pair force. -/
theorem rigid_shift {w : ℝ} {f : E → E} {x v : Fin (n + 1) → ℝ → E} (h : IsMotion w f x v)
    {y u : ℝ → E} (hy : ∀ t, HasDerivAt y (u t) t)
    (hu : ∀ t, HasDerivAt u (-(w ^ 2) • y t) t) :
    IsMotion w f (fun i t => x i t + y t) (fun i t => v i t + u t) := by
  refine ⟨fun i t => (h.vel i t).add (hy t), fun i t => ?_⟩
  refine ((h.acc i t).add (hu t)).congr_deriv ?_
  -- the pair force sees only differences of positions
  simp only [pairForce, add_sub_add_right_eq_sub]
  module
```

For odd f the choice y = −X, u = −V is allowed by `mean_equation`. The relative coordinates xᵢ − X then obey the same equations, and their mean is (1/N)(Σᵢ xᵢ − N X) = X − X = 0 at all times. Each motion is thus a motion with its centre fixed at the origin plus an oscillator solution. The cloud's shape may change in time; it is the displacement that is rigid.

```lean
/-- For an odd pair force the positions relative to the mean obey the same equations of motion,
and their mean is zero at all times. -/
theorem relative_motion {w : ℝ} {f : E → E} {x v : Fin (n + 1) → ℝ → E}
    (hf : Function.Odd f) (h : IsMotion w f x v) :
    IsMotion w f (fun i t => x i t - mean x t) (fun i t => v i t - mean v t) ∧
      ∀ t, mean (fun i t => x i t - mean x t) t = 0 := by
  constructor
  · have hs := rigid_shift h (y := fun t => -mean x t) (u := fun t => -mean v t)
      (fun t => (mean_equation hf h t).1.neg)
      (fun t => (mean_equation hf h t).2.neg.congr_deriv (by module))
    simpa only [sub_eq_add_neg] using hs
  · intro t
    have hN : (n : ℝ) + 1 ≠ 0 := by positivity
    show ((n : ℝ) + 1)⁻¹ • ∑ i, (x i t - mean x t) = 0
    rw [Finset.sum_sub_distrib, Finset.sum_const, Finset.card_univ, Fintype.card_fin,
      ← Nat.cast_smul_eq_nsmul ℝ, smul_sub, smul_smul]
    push_cast
    rw [inv_mul_cancel₀ hN, one_smul]
    exact sub_self _
```

Q: The Coulomb force is singular at zero separation, while f is defined everywhere. Does any motion with Coulomb repulsion fit `IsMotion`?

A: One is exhibited. `coulomb` is r/|r|³, a repulsion of magnitude 1/r² between unit charges, the three-dimensional law restricted to a line. Lean's division gives it the value 0 at r = 0, which agrees with oddness and plays a part in the equations only if two particles meet.

```lean
/-- Coulomb repulsion `r / |r|³` between unit charges on a line. -/
def coulomb (r : ℝ) : ℝ := r / |r| ^ 3
```

Put particle 0 at +1 and particle 1 at −1, which is `![1, -1]`, and take w = 1/2. On particle 0 the trap pulls with −1/4 and the repulsion pushes with 2/8 = 1/4; particle 1 is the mirror image. This static equilibrium is `h0`. Applying `rigid_shift` with y = cos(t/2) and u = −sin(t/2)/2 gives the motion ±1 + cos(t/2), with the separation fixed at 2.

```lean
/-- The Coulomb force is odd, and two particles at `±1 + cos(t/2)` solve the equations of
motion with this force in a trap of frequency `1/2`. -/
theorem sloshing_witness : Function.Odd coulomb ∧
    IsMotion (n := 1) (1 / 2) coulomb (fun i t => ![1, -1] i + cos (t / 2))
      (fun _ t => -sin (t / 2) / 2) := by
  refine ⟨fun r => by simp [coulomb, neg_div], ?_⟩
  -- static equilibrium at distance 2
  have h0 : IsMotion (n := 1) (1 / 2) coulomb (fun i _ => ![1, -1] i) (fun _ _ => 0) := by
    refine ⟨fun i t => hasDerivAt_const t _, fun i t => ?_⟩
    refine (hasDerivAt_const t (0 : ℝ)).congr_deriv ?_
    rw [pairForce, Finset.sum_erase_eq_sub (Finset.mem_univ _)]
    fin_cases i <;> simp [coulomb, Fin.sum_univ_succ] <;> norm_num [abs_of_pos]
  have hl : ∀ t : ℝ, HasDerivAt (fun s : ℝ => s / 2) (1 / 2) t := fun t =>
    (hasDerivAt_id' t).div_const 2
  have hs := rigid_shift h0 (y := fun t => cos (t / 2)) (u := fun t => -sin (t / 2) / 2)
    (fun t => (hl t).cos.congr_deriv (by ring))
    (fun t => ((hl t).sin.neg.div_const 2).congr_deriv (by simp only [smul_eq_mul]; ring))
  simpa only [zero_add] using hs
```

Q: Is oddness doing work, or is it decoration?

A: It does work. Take two particles, w = 1 and the constant force f = 1, which is not odd. Both particles at rest at x = 1 feel −1 + 1 = 0, so this is a motion, with X = 1 and X' = 0. At t = π the formula would give cos(π) · 1 = −1, while X(π) = 1. The proof checks the force balance, evaluates the mean in `hm`, and compares the two numbers. This shows that the formula fails for some f without oddness; it does not say that it fails for every such f.

```lean
/-- With the constant pair force `f = 1`, two particles at rest at `x = 1` solve the equations
of motion for `w = 1`, and their mean violates the sloshing formula at `t = π`. -/
theorem sloshing_fails_for_constant_force :
    IsMotion (n := 1) 1 (fun _ : ℝ => (1 : ℝ)) (fun _ _ => 1) (fun _ _ => 0) ∧
      mean (n := 1) (fun _ _ => (1 : ℝ)) π ≠
        cos (1 * π) • mean (n := 1) (fun _ _ => (1 : ℝ)) 0 +
          (sin (1 * π) / 1) • deriv (mean (n := 1) (fun _ _ => (1 : ℝ))) 0 := by
  constructor
  · refine ⟨fun i t => hasDerivAt_const t _, fun i t => ?_⟩
    refine (hasDerivAt_const t (0 : ℝ)).congr_deriv ?_
    simp [pairForce, Finset.card_erase_of_mem]
  · have hm : mean (n := 1) (fun _ _ => (1 : ℝ)) = fun _ => 1 := by
      funext t
      norm_num [mean]
    rw [hm]
    norm_num

end

end SloshingMode
```

```lean
#print axioms SloshingMode.sloshing_mode
#print axioms SloshingMode.relative_motion
#print axioms SloshingMode.sloshing_fails_for_constant_force
```

```
'SloshingMode.sloshing_mode' depends on axioms: [propext, Classical.choice, Quot.sound]
'SloshingMode.relative_motion' depends on axioms: [propext, Classical.choice, Quot.sound]
'SloshingMode.sloshing_fails_for_constant_force' depends on axioms: [propext, Classical.choice, Quot.sound]
```

Q: How does this sit with the quantum statement I know as the generalised Kohn theorem?

A: That one, in the case without a magnetic field, concerns a many-electron Hamiltonian with a harmonic trap, whose centre of mass separates so that long-wavelength dipole radiation is absorbed at w whatever the interaction, provided it depends only on the relative positions of the electrons. The theorems here are the classical point-particle analogue, with no wave functions, operators or spectra, and they share its mechanism of cancelling internal forces and a linear trap. From here on I am arguing informally, past the last theorem.

Q: Then what else does the summation give?

A: Add the same force G(t) to every particle, as a uniform electric field does when all charges are equal. Summing the equations gives

X'' = −w² X + G(t),

and subtracting this from each particle's equation removes G from the relative coordinates, so a uniform field drives the mean alone. Likewise an anisotropic trap force −K xᵢ, with one linear map K for all particles, gives X'' = −K X. A quartic term in the trap spoils the step, since the mean of the cubes is in general not the cube of the mean.

Q: And in a simulation?

A: In a classical code for equal-mass particles in a harmonic trap, the force loop can run over pairs i < j, compute f(xᵢ − xⱼ) once, add it to particle i and subtract it from particle j. That assumes oddness, and the internal forces then sum to zero up to rounding. The velocity Verlet update with step h is linear in positions, velocities and forces, so the mean follows the Verlet recursion of a single oscillator. For 0 < wh < 2 its frequency w̃ is given by

cos(w̃ h) = 1 − w² h²/2.

A mean that departs from this recursion by more than rounding points to a fault in the trap force, in the update or in the cancellation, or to an added term such as a thermostat. In the loop over i < j the cancellation holds by construction, so an error in f itself leaves the mean untouched and this check does not see it. In a code where each particle instead sums its own force from its own neighbour list, a list that holds j for i but not i for j breaks the cancellation and can show up in the mean.
